# The diffusion plateau of the Collins–Kimball flux with a Marcus contact rate

Let a reactant diffuse with coefficient \(D\) to a sphere of radius \(R\), where it reacts with rate constant \(k\). Far away its concentration is 1. Write \(k_D = 4\pi D R\) and take the balanced case \(k = k_D\) in the steady state. The profile

\[ c(r) = 1 - \frac{R}{2r} \]

has contact concentration \(c(R) = \tfrac12\), so the surface consumes \(k\,c(R) = k_D/2\). Diffusion delivers \(4\pi D R^2 c'(R) = 4\pi D R^2\cdot\frac{1}{2R} = k_D/2\), the same amount. Reaction and transport act like two resistances in series, and here each takes half of the drop in concentration. A faster surface reaction can therefore at most double the flux.

If \(k\) is a Marcus rate, it depends on the reaction free energy \(G\). If its largest value is well above \(k_D\), the flux stays close to \(k_D\) over a range of \(G\), which is computed below.

```lean
import Mathlib

open Filter Topology Set

namespace CollinsKimballMarcus

noncomputable section
```

## Rates and flux

The diffusion-limited rate constant is \(k_D = 4\pi D R\).

```lean
/-- The diffusion-limited rate constant `4 π D R` of a sphere of radius `R`. -/
def diffusionRate (D R : ℝ) : ℝ := 4 * Real.pi * D * R
```

The Marcus rate, with reorganisation energy \(\lambda\) (`lam`), thermal energy \(T\) (Boltzmann's constant included) and prefactor \(k_0\), is

\[ k = k_0 \exp\!\left(-\frac{(\lambda+G)^2}{4\lambda T}\right). \]

The prefactor stands for the electronic coupling and the contact geometry; in the non-adiabatic theory it also contains a factor \(1/\sqrt{\lambda T}\), so it changes when \(\lambda\) or \(T\) is varied. Here it is taken as given and independent of \(G\), with the units of \(k_D\).

```lean
/-- The Marcus rate with prefactor `k0`, reorganisation energy `lam`, reaction free energy `G`
and thermal energy `T`. -/
def marcusRate (k0 lam T G : ℝ) : ℝ := k0 * Real.exp (-(lam + G) ^ 2 / (4 * lam * T))
```

With \(g = c'\) the radial gradient, the inward flux through the contact sphere is \(J = 4\pi D R^2 g(R)\).

```lean
/-- The inward diffusive flux through the contact sphere, for a radial concentration gradient `g`.
-/
def contactFlux (D R : ℝ) (g : ℝ → ℝ) : ℝ := 4 * Real.pi * D * R ^ 2 * g R
```

## The steady diffusion problem

The conditions on \(c\) are

\[ c' = g,\qquad (r^2 g)' = 0 \quad (r\ge R),\qquad c(r)\to 1,\qquad J = k\,c(R). \]

These are the four fields of `IsSteadyProfile`. Derivatives are taken within \([R,\infty)\), so they are one-sided at contact and nothing is assumed inside the sphere. The model has no force between the reactants, no back reaction and no electron transfer at a distance.

```lean
/-- A steady concentration `c` with radial gradient `g` outside a sphere of radius `R`, with unit
bulk concentration and a surface reaction of rate constant `k`. -/
structure IsSteadyProfile (D R k : ℝ) (c g : ℝ → ℝ) : Prop where
  gradient : ∀ r, R ≤ r → HasDerivWithinAt c (g r) (Ici R) r
  diffusion : ∀ r, R ≤ r → HasDerivWithinAt (fun s => s ^ 2 * g s) 0 (Ici R) r
  bulk : Tendsto c atTop (𝓝 1)
  reaction : contactFlux D R g = k * c R
```

## The profile follows from the equations

A function with zero derivative on \([R,\infty)\) keeps its value at \(R\). The proof applies Mathlib's constancy theorem on each interval \([R,r]\).

```lean
/-- A quantity whose radial derivative vanishes at contact and everywhere outside keeps its contact
value. -/
theorem eq_contact_value {f : ℝ → ℝ} {R : ℝ}
    (h : ∀ r, R ≤ r → HasDerivWithinAt f 0 (Ici R) r) (r : ℝ) (hr : R ≤ r) : f r = f R := by
  refine constant_of_has_deriv_right_zero (a := R) (b := r) ?_ ?_ r ⟨hr, le_refl r⟩
  · intro x hx
    exact (h x hx.1).continuousWithinAt.mono Icc_subset_Ici_self
  · intro x hx
    exact (h x hx.1).mono (Ici_subset_Ici.mpr hx.1)
```

Applied to \(r^2 g\), this gives \(r^2 g(r) = R^2 g(R) =: A\), so \(g(r) = A/r^2\). Then

\[ \left(c + \frac{A}{r}\right)' = g - \frac{A}{r^2} = 0, \]

and \(c + A/r\) is constant too. Its limit at infinity is \(1 + 0\), hence

\[ c(r) = 1 - \frac{A}{r},\qquad A = R^2 g(R). \]

In the code, `hflow` is the conserved flow and `hconst` the constancy of \(c + A/r\). The function has both its contact value and 1 as a limit, and `tendsto_nhds_unique` equates them.

```lean
/-- Every steady profile has the form `1 - A / r` outside the sphere, with `A = R² c'(R)`. -/
theorem profile_eq {D R k : ℝ} {c g : ℝ → ℝ} (hR : 0 < R)
    (h : IsSteadyProfile D R k c g) (r : ℝ) (hr : R ≤ r) :
    c r = 1 - R ^ 2 * g R / r := by
  -- the radial flow is conserved, so `c + A / r` has zero derivative
  have hconst := eq_contact_value (f := fun s => c s + R ^ 2 * g R * s⁻¹) (R := R) (by
    intro s hs
    have hs0 : s ≠ 0 := (lt_of_lt_of_le hR hs).ne'
    have hflow : s ^ 2 * g s = R ^ 2 * g R := eq_contact_value h.diffusion s hs
    have hg : g s = R ^ 2 * g R * (s ^ 2)⁻¹ := by
      rw [← hflow]
      field_simp
    have hd := (h.gradient s hs).fun_add
      ((hasDerivAt_inv hs0).hasDerivWithinAt.const_mul (R ^ 2 * g R))
    have e : g s + R ^ 2 * g R * (-(s ^ 2)⁻¹) = 0 := by
      linear_combination hg
    rw [e] at hd
    exact hd)
  -- the bulk concentration fixes the constant
  have hlim : Tendsto (fun s => c s + R ^ 2 * g R * s⁻¹) atTop (𝓝 (1 + R ^ 2 * g R * 0)) :=
    h.bulk.add (tendsto_inv_atTop_zero.const_mul (R ^ 2 * g R))
  have hlim' : Tendsto (fun s => c s + R ^ 2 * g R * s⁻¹) atTop
      (𝓝 (c R + R ^ 2 * g R * R⁻¹)) := by
    refine tendsto_const_nhds.congr' ?_
    filter_upwards [eventually_ge_atTop R] with s hs
    exact (hconst s hs).symm
  have h1 := tendsto_nhds_unique hlim hlim'
  have h2 : c r + R ^ 2 * g R * r⁻¹ = c R + R ^ 2 * g R * R⁻¹ := hconst r hr
  rw [div_eq_mul_inv]
  linarith
```

## The flux

At contact \(c(R) = 1 - R\,g(R)\), and the definition of the flux reads \(J = k_D R\,g(R)\). The reaction condition is \(J = k\,(1 - R\,g(R))\). Multiplying it by \(k_D\) gives \(k_D J = k k_D - kJ\), so

\[ J = \frac{k\,k_D}{k + k_D}. \]

The facts `hc`, `hJ` and `hb` are these three relations, and the final `linear_combination` is the elimination of \(g(R)\).

```lean
/-- The Collins-Kimball law: the steady flux is `k kD / (k + kD)` with `kD = 4 π D R`. -/
theorem collinsKimball_flux {D R k : ℝ} {c g : ℝ → ℝ} (hD : 0 < D) (hR : 0 < R) (hk : 0 < k)
    (h : IsSteadyProfile D R k c g) :
    contactFlux D R g = k * diffusionRate D R / (k + diffusionRate D R) := by
  have hkD : 0 < diffusionRate D R := by unfold diffusionRate; positivity
  have hc : c R = 1 - R * g R := by
    rw [profile_eq hR h R le_rfl]
    field_simp
  have hJ : contactFlux D R g = diffusionRate D R * (R * g R) := by
    unfold contactFlux diffusionRate
    ring
  have hb := h.reaction
  rw [hc] at hb
  rw [eq_div_iff (by positivity)]
  linear_combination k * hJ + diffusionRate D R * hb
```

A steady profile does exist for all positive \(D\), \(R\) and \(k\). Take

\[ c(r) = 1 - \frac{A}{r},\qquad g(r) = \frac{A}{r^2},\qquad A = \frac{Rk}{k+k_D}. \]

Then \(r^2 g = A\) is constant and \(c\to 1\). At contact, \(J = 4\pi D A = k_D k/(k+k_D)\), while \(k\,c(R) = k\,(1 - k/(k+k_D))\) has the same value. The four bullets of the proof check the four conditions in order.

```lean
/-- The profile `1 - A / r` with `A = R k / (k + kD)` is a steady profile for the surface rate
constant `k`. -/
theorem steadyProfile_witness {D R k : ℝ} (hD : 0 < D) (hR : 0 < R) (hk : 0 < k) :
    IsSteadyProfile D R k
      (fun r => 1 - R * k / (k + diffusionRate D R) * r⁻¹)
      (fun r => R * k / (k + diffusionRate D R) * (r ^ 2)⁻¹) := by
  have hkD : 0 < diffusionRate D R := by unfold diffusionRate; positivity
  have hsum : k + diffusionRate D R ≠ 0 := by positivity
  refine ⟨?_, ?_, ?_, ?_⟩
  · intro r hr
    have hr0 : r ≠ 0 := (lt_of_lt_of_le hR hr).ne'
    have hd := (((hasDerivAt_inv hr0).const_mul
      (R * k / (k + diffusionRate D R))).const_sub 1).hasDerivWithinAt (s := Ici R)
    have e : -(R * k / (k + diffusionRate D R) * (-(r ^ 2)⁻¹))
        = R * k / (k + diffusionRate D R) * (r ^ 2)⁻¹ := by ring
    rw [e] at hd
    exact hd
  · intro r hr
    have hflow : ∀ s ∈ Ici R, s ^ 2 * (R * k / (k + diffusionRate D R) * (s ^ 2)⁻¹)
        = R * k / (k + diffusionRate D R) := by
      intro s hs
      have hs0 : s ≠ 0 := (lt_of_lt_of_le hR hs).ne'
      field_simp
    exact ((hasDerivAt_const r (R * k / (k + diffusionRate D R))).hasDerivWithinAt).congr
      hflow (hflow r hr)
  · have hl := (tendsto_inv_atTop_zero (𝕜 := ℝ)).const_mul (R * k / (k + diffusionRate D R))
    simpa using hl.const_sub 1
  · have hJ : contactFlux D R (fun r => R * k / (k + diffusionRate D R) * (r ^ 2)⁻¹)
        = diffusionRate D R * (k / (k + diffusionRate D R)) := by
      unfold contactFlux
      rw [show 4 * Real.pi * D * R ^ 2 = diffusionRate D R * R by unfold diffusionRate; ring]
      field_simp
    rw [hJ]
    field_simp
    ring
```

## How fast the surface must react

Let \(M>0\) fix the fraction \(M/(M+1)\) of the diffusion limit that is to be reached. The balanced case is \(M = 1\); \(M = 9\) asks for 90 %. Cross-multiplying by positive denominators and cancelling \(k_D\),

\[ \frac{k_D M}{M+1} \le \frac{k\,k_D}{k+k_D}
\iff M(k+k_D) \le k(M+1)
\iff M k_D \le k. \]

```lean
/-- The flux `k kD / (k + kD)` reaches the fraction `M / (M + 1)` of `kD` exactly when the surface
rate constant is at least `M kD`. -/
theorem flux_ge_iff {k kD M : ℝ} (hk : 0 < k) (hkD : 0 < kD) (hM : 0 < M) :
    kD * M / (M + 1) ≤ k * kD / (k + kD) ↔ M * kD ≤ k := by
  rw [div_le_div_iff₀ (by positivity) (by positivity)]
  constructor
  · intro h
    refine le_of_mul_le_mul_left (a := kD) ?_ hkD
    linarith
  · intro h
    have := mul_le_mul_of_nonneg_left h hkD.le
    linarith
```

For a Marcus rate and any threshold \(a>0\), taking logarithms gives

\[ a \le k \iff \ln a \le \ln k_0 - \frac{(\lambda+G)^2}{4\lambda T}
\iff (\lambda+G)^2 \le 4\lambda T \ln\frac{k_0}{a}. \]

The rewriting with `Real.log_le_log_iff` is the first equivalence; the rest rearranges terms.

```lean
/-- The Marcus rate is at least `a` exactly when `(lam + G)² ≤ 4 lam T ln (k0 / a)`. -/
theorem marcusRate_ge_iff {k0 lam T G a : ℝ} (hk0 : 0 < k0) (hlam : 0 < lam) (hT : 0 < T)
    (ha : 0 < a) :
    a ≤ marcusRate k0 lam T G ↔ (lam + G) ^ 2 ≤ 4 * lam * T * Real.log (k0 / a) := by
  have hp : 0 < 4 * lam * T := by positivity
  unfold marcusRate
  rw [← Real.log_le_log_iff ha (by positivity), Real.log_mul hk0.ne' (Real.exp_pos _).ne',
    Real.log_exp, Real.log_div hk0.ne' ha.ne', ← div_le_iff₀' hp, neg_div]
  constructor <;> intro h <;> linarith
```

## The free-energy condition

The flux is always below \(k_D\), because \(k < k + k_D\). Only the lower bound is a real condition, and setting \(a = M k_D\) gives

\[ J \in \left[\frac{k_D M}{M+1},\, k_D\right)
\iff (\lambda+G)^2 \le 4\lambda T \ln\frac{k_0}{M k_D}. \]

The half-open interval is `Ico` in the code. The theorem holds for every steady profile with the Marcus rate at the surface and all constants positive; \(G\) may have either sign. It does not need \(k_0 \ge M k_D\): for smaller \(k_0\) the logarithm is negative and both sides are false.

```lean
/-- For a Marcus surface reaction the steady flux lies between `kD M / (M + 1)` and `kD` exactly
when `(lam + G)² ≤ 4 lam T ln (k0 / (M kD))`. -/
theorem diffusion_plateau_iff {D R k0 lam T G M : ℝ} {c g : ℝ → ℝ} (hD : 0 < D) (hR : 0 < R)
    (hk0 : 0 < k0) (hlam : 0 < lam) (hT : 0 < T) (hM : 0 < M)
    (h : IsSteadyProfile D R (marcusRate k0 lam T G) c g) :
    contactFlux D R g ∈ Ico (diffusionRate D R * M / (M + 1)) (diffusionRate D R) ↔
      (lam + G) ^ 2 ≤ 4 * lam * T * Real.log (k0 / (M * diffusionRate D R)) := by
  have hkD : 0 < diffusionRate D R := by unfold diffusionRate; positivity
  have hk : 0 < marcusRate k0 lam T G := by unfold marcusRate; positivity
  -- a finite surface rate always keeps the flux below the diffusion limit
  have hlt : marcusRate k0 lam T G * diffusionRate D R /
      (marcusRate k0 lam T G + diffusionRate D R) < diffusionRate D R := by
    rw [div_lt_iff₀ (by positivity)]
    nlinarith [mul_pos hkD hkD]
  rw [collinsKimball_flux hD hR hk h, mem_Ico, and_iff_left hlt, flux_ge_iff hk hkD hM,
    marcusRate_ge_iff hk0 hlam hT (mul_pos hM hkD)]
```

If \(k_0 \ge M k_D\), the logarithm is non-negative and a square root can be taken:

\[ -\lambda - w \le G \le -\lambda + w,\qquad
w = \sqrt{4\lambda T \ln\frac{k_0}{M k_D}}. \]

At \(k_0 = M k_D\) the interval shrinks to the single point \(G = -\lambda\). The hypothesis `hfast` matters here because Lean sets the square root of a negative number to zero, which would wrongly admit that point for smaller \(k_0\).

```lean
/-- If `k0 ≥ M kD`, the free energies for which the flux lies between `kD M / (M + 1)` and `kD`
form an interval centred at `-lam` with half-width `√(4 lam T ln (k0 / (M kD)))`. -/
theorem diffusion_plateau_interval {D R k0 lam T G M : ℝ} {c g : ℝ → ℝ} (hD : 0 < D)
    (hR : 0 < R) (hlam : 0 < lam) (hT : 0 < T) (hM : 0 < M)
    (hfast : M * diffusionRate D R ≤ k0)
    (h : IsSteadyProfile D R (marcusRate k0 lam T G) c g) :
    contactFlux D R g ∈ Ico (diffusionRate D R * M / (M + 1)) (diffusionRate D R) ↔
      G ∈ Icc (-lam - √(4 * lam * T * Real.log (k0 / (M * diffusionRate D R))))
        (-lam + √(4 * lam * T * Real.log (k0 / (M * diffusionRate D R)))) := by
  have hkD : 0 < diffusionRate D R := by unfold diffusionRate; positivity
  have ha : 0 < M * diffusionRate D R := mul_pos hM hkD
  have hlog : 0 ≤ Real.log (k0 / (M * diffusionRate D R)) :=
    Real.log_nonneg ((one_le_div ha).mpr hfast)
  rw [diffusion_plateau_iff hD hR (lt_of_lt_of_le ha hfast) hlam hT hM h,
    Real.sq_le (by positivity), mem_Icc]
  constructor <;> rintro ⟨h1, h2⟩ <;> constructor <;> linarith

end

end CollinsKimballMarcus
```

```lean
#print axioms CollinsKimballMarcus.collinsKimball_flux
-- 'CollinsKimballMarcus.collinsKimball_flux' depends on axioms: [propext, Classical.choice, Quot.sound]
#print axioms CollinsKimballMarcus.diffusion_plateau_interval
-- 'CollinsKimballMarcus.diffusion_plateau_interval' depends on axioms: [propext, Classical.choice, Quot.sound]
```

The part of the interval with \(G < -\lambda\) lies in the Marcus inverted region, where \(k\) falls as the reaction becomes more exergonic. Within this steady contact model with constant \(k_0\), the values of \(\lambda\), \(G\), \(T\), \(k_0\) and \(k_D\) together decide whether the flux there is still at least the fraction \(M/(M+1)\) of \(k_D\). When this holds for a large \(M\), diffusion largely masks the fall of \(k\) in the overall rate.
